# Helium with exp(−ks/2)(1 + ht²) stays above −2.88 hartree; adding a u term can give less than −2.902

## Choosing the terms of a short expansion

Setting up a short Hylleraas calculation for helium means choosing which terms multiply the exponential, before any parameter is optimised. Let r₁ and r₂ be the electron–nucleus distances and r₁₂ the distance between the electrons, and put

s = r₁ + r₂, t = r₁ − r₂, u = r₁₂.

If the trial function is exp(−ks/2)(1 + ht²), with t² as the only correction term, no choice of k > 0 and real h brings the energy down to −2.88 hartree. With a term linear in u as well, suitable parameters bring it below −2.902 hartree. For a fixed nucleus, no optimisation of k and h in the t² function can therefore make up for the missing u term.

## The energy in s, t and u

Atomic units are used throughout, with lengths in bohr and energies in hartree. For a real trial function F(s, t, u) and nuclear charge Z, the kinetic energy density is ½(|∇₁F|² + |∇₂F|²). With subscripts for partial derivatives, the first gradient is

∇₁F = (F_s + F_t) r̂₁ + F_u r̂₁₂,

where r̂₁ and r̂₁₂ are the unit vectors along **r**₁ and **r**₁ − **r**₂. The second gradient is analogous, and the law of cosines gives the angles. The volume element is proportional to u(s² − t²) ds du dt. Since 1/r₁ + 1/r₂ = 4s/(s² − t²), the weighted energy density is

u(s² − t²)(F_s² + F_t² + F_u²) + 2s(u² − t²)F_s F_u + 2t(s² − u²)F_t F_u + (s² − t² − 4Zsu)F².

The energy is its integral over |t| ≤ u ≤ s, divided by that of u(s² − t²)F².

## What the theorem states

In Lean, `trial k c h` is the function exp(−ks/2)(1 + cu + ht²). `energyDensity` and `normDensity` are the two weighted densities, with partial derivatives written as `deriv`; `shapeIntegral` integrates over the region, and `rayleigh` takes the quotient. F need not be normalised.

The final theorem says that `rayleigh 2 (trial k 0 h)` exceeds −2.88 for all real k and h with k > 0, and that `rayleigh 2 (trial 3.63 0.29 0.13)` is below −2.902. The argument 2 is the nuclear charge, and k = 3.63 gives the exponent 1.815. The condition k > 0 makes the wave function decay at large s.

Two further theorems place the bound. The t² family does get below −2.876, at k = 3.37 and h = 0.14. The single correction 1 + 0.36u, with k = 3.7, gets below −2.89 and so beats every member of the t² family.

The name `radial_correlation_cannot_replace_u` is wider than its content: the lower bound concerns one t² term with a common exponent, not every function of r₁ and r₂. The model is non-relativistic with an infinitely heavy nucleus, and the file starts from the energy formula in s, t and u, whose derivation from Cartesian coordinates is the sketch above.

## From integrals to a quadratic in k

Put P = 1 + cu + ht². The derivatives of the trial function are

F_s = −(k/2)P exp(−ks/2), F_t = 2ht exp(−ks/2), F_u = c exp(−ks/2).

The energy density becomes exp(−ks) times

u(s² − t²)(k²P²/4 + 4h²t² + c²) − kcs(u² − t²)P + 4hct²(s² − u²) + (s² − t² − 4Zsu)P².

Expand this and the norm density into monomials. Odd powers of t integrate to zero. For even d, integrating over t, then u, then s gives

∫ sᵃ uᵇ tᵈ exp(−ks) = 2(a+b+d+2)! / [(d+1)(b+d+2) k^(a+b+d+3)].

For example, u(s² − t²) contributes (80 − 16)/k⁶ = 64/k⁶ to the norm. Put x = c/k and g = h/k². Summing all monomials gives a norm integral 2N/k⁶. With T from the kinetic energy, A from the nuclear attraction and R from the electron repulsion, the energy is

E = [k²T − k(4ZA − R)]/N,

where

N = 32 + 280x + 768x² + 384g + 2464xg + 4608g²

T = 8 + 50x + 128x² + 96g + 584xg + 1920g²

A = 8 + 60x + 144x² + 96g + 560xg + 1152g²

R = 10 + 64x + 140x² + 72g + 384xg + 624g².

## Why the t² family stays above −2.88

Set c = 0 and Z = 2, and let B = 8A − R = 54 + 696g + 8592g². Now N = 32(1 + 12g + 144g²) and T = 8(1 + 12g + 240g²) are positive, because both quadratics have negative discriminants. So E > −2.88 is equivalent to

k²T − kB + 2.88N > 0.

Multiply by 4T and complete the square:

4T(k²T − kB + 2.88N) = (2kT − B)² + 36Q,

Q = 0.92 − 121.92g + 4021.76g² + 45263.36g³ + 780531.2g⁴.

The quartic can be rewritten as

Q = 0.01 + 0.9(1 − 67g − 330g²)² + 0.01(1 − 66g)² + g²(532.1 + 5465.36g + 682521.2g²).

The last bracket has negative discriminant, so Q > 0 and the bound follows.

For the three-term function, x ≈ 0.07989 and g ≈ 0.009866. Then N ≈ 65.450, T ≈ 14.406, A ≈ 15.213 and R ≈ 17.080, which gives E ≈ −2.9024.

## The complete Lean file

```lean
import Mathlib

open MeasureTheory Set

namespace HylleraasHelium

noncomputable section

/-- The trial function `exp(-ks/2) (1 + c u + h t²)` in the coordinates
`s = r₁ + r₂`, `t = r₁ - r₂`, `u = r₁₂`. -/
def trial (k c h s t u : ℝ) : ℝ := Real.exp (-(k / 2) * s) * (1 + c * u + h * t ^ 2)

/-- The integral over all shapes of the electron-nucleus triangle, `|t| ≤ u ≤ s`. -/
def shapeIntegral (G : ℝ → ℝ → ℝ → ℝ) : ℝ :=
  ∫ s in Ioi (0 : ℝ), ∫ u in (0 : ℝ)..s, ∫ t in (-u)..u, G s t u

/-- The density of the squared norm, with the volume weight `u (s² - t²)`. -/
def normDensity (F : ℝ → ℝ → ℝ → ℝ) (s t u : ℝ) : ℝ := u * (s ^ 2 - t ^ 2) * F s t u ^ 2

/-- The energy density in hartree of a differentiable `F`, for a fixed nucleus of charge `Z`:
kinetic energy in first-derivative form, then electron repulsion and nuclear attraction, with the
volume weight multiplied in. -/
def energyDensity (Z : ℝ) (F : ℝ → ℝ → ℝ → ℝ) (s t u : ℝ) : ℝ :=
  u * (s ^ 2 - t ^ 2) * (deriv (fun x => F x t u) s ^ 2 + deriv (fun x => F s x u) t ^ 2
      + deriv (fun x => F s t x) u ^ 2)
    + 2 * s * (u ^ 2 - t ^ 2) * deriv (fun x => F x t u) s * deriv (fun x => F s t x) u
    + 2 * t * (s ^ 2 - u ^ 2) * deriv (fun x => F s x u) t * deriv (fun x => F s t x) u
    + (s ^ 2 - t ^ 2 - 4 * Z * s * u) * F s t u ^ 2

/-- The Rayleigh quotient of `F`, for differentiable functions whose energy and norm integrals
converge absolutely, the norm integral being nonzero. -/
def rayleigh (Z : ℝ) (F : ℝ → ℝ → ℝ → ℝ) : ℝ :=
  shapeIntegral (energyDensity Z F) / shapeIntegral (normDensity F)

/-- The integral of a polynomial of degree at most eight over an interval. -/
theorem integral_poly {f : ℝ → ℝ} {e c0 c1 c2 c3 c4 c5 c6 c7 c8 : ℝ} (a b : ℝ)
    (hf : ∀ x, f x = e * (c0 + c1 * x + c2 * x ^ 2 + c3 * x ^ 3 + c4 * x ^ 4 + c5 * x ^ 5
      + c6 * x ^ 6 + c7 * x ^ 7 + c8 * x ^ 8)) :
    ∫ x in a..b, f x = e * (c0 * (b - a) + c1 * (b ^ 2 - a ^ 2) / 2 + c2 * (b ^ 3 - a ^ 3) / 3
      + c3 * (b ^ 4 - a ^ 4) / 4 + c4 * (b ^ 5 - a ^ 5) / 5 + c5 * (b ^ 6 - a ^ 6) / 6
      + c6 * (b ^ 7 - a ^ 7) / 7 + c7 * (b ^ 8 - a ^ 8) / 8 + c8 * (b ^ 9 - a ^ 9) / 9) := by
  have P (n : ℕ) (c x : ℝ) :
      HasDerivAt (fun y : ℝ => c * (y ^ (n + 1) / ((n : ℝ) + 1))) (c * x ^ n) x := by
    have hn : (n : ℝ) + 1 ≠ 0 := by positivity
    refine (((hasDerivAt_pow (n + 1) x).div_const ((n : ℝ) + 1)).const_mul c).congr_deriv ?_
    rw [Nat.add_sub_cancel]
    push_cast
    rw [mul_div_cancel_left₀ _ hn]
  have hc : Continuous f := by
    rw [funext hf]
    fun_prop
  have hd (x : ℝ) := ((((((((((P 0 c0 x).fun_add (P 1 c1 x)).fun_add (P 2 c2 x)).fun_add
    (P 3 c3 x)).fun_add (P 4 c4 x)).fun_add (P 5 c5 x)).fun_add (P 6 c6 x)).fun_add
    (P 7 c7 x)).fun_add (P 8 c8 x)).const_mul e).congr_deriv
    (show _ = f x by rw [hf]; ring)
  rw [intervalIntegral.integral_eq_sub_of_hasDerivAt (fun x _ => hd x)
    (hc.intervalIntegrable _ _)]
  push_cast
  ring

/-- Powers of `s` from four to nine integrated against `exp(-ks)`, for `k > 0`. -/
theorem integral_exp_poly {f : ℝ → ℝ} {k d4 d5 d6 d7 d8 d9 : ℝ} (hk : 0 < k)
    (hf : ∀ s, f s = Real.exp (-(k * s)) * (d4 * s ^ 4 + d5 * s ^ 5 + d6 * s ^ 6
      + d7 * s ^ 7 + d8 * s ^ 8 + d9 * s ^ 9)) :
    ∫ s in Ioi (0 : ℝ), f s = 24 * d4 / k ^ 5 + 120 * d5 / k ^ 6 + 720 * d6 / k ^ 7
      + 5040 * d7 / k ^ 8 + 40320 * d8 / k ^ 9 + 362880 * d9 / k ^ 10 := by
  -- a single power gives a factorial
  have G (n : ℕ) : ∫ s in Ioi (0 : ℝ), s ^ n * Real.exp (-(k * s))
      = (n.factorial : ℝ) / k ^ (n + 1) := by
    have h := Real.integral_rpow_mul_exp_neg_mul_Ioi (a := (n : ℝ) + 1) (r := k)
      (by positivity) hk
    have hp : (1 / k) ^ ((n : ℝ) + 1) = (1 / k) ^ (n + 1) := by
      exact_mod_cast Real.rpow_natCast (1 / k) (n + 1)
    rw [Real.Gamma_nat_eq_factorial, hp] at h
    simp only [add_sub_cancel_right, Real.rpow_natCast] at h
    rw [h, one_div, inv_pow, div_eq_inv_mul]
  have M (n : ℕ) (c : ℝ) :
      Integrable (fun s : ℝ => c * (s ^ n * Real.exp (-(k * s)))) (volume.restrict (Ioi 0)) ∧
      ∫ s in Ioi (0 : ℝ), c * (s ^ n * Real.exp (-(k * s)))
        = c * ((n.factorial : ℝ) / k ^ (n + 1)) := by
    refine ⟨Integrable.const_mul ?_ c, by rw [integral_const_mul, G]⟩
    by_contra hn
    have h0 := G n
    rw [integral_undef hn] at h0
    have : (0 : ℝ) < (n.factorial : ℝ) / k ^ (n + 1) :=
      div_pos (by exact_mod_cast n.factorial_pos) (by positivity)
    linarith
  have A {f g : ℝ → ℝ} {v w : ℝ}
      (h1 : Integrable f (volume.restrict (Ioi 0)) ∧ ∫ s in Ioi (0 : ℝ), f s = v)
      (h2 : Integrable g (volume.restrict (Ioi 0)) ∧ ∫ s in Ioi (0 : ℝ), g s = w) :
      Integrable (fun s => f s + g s) (volume.restrict (Ioi 0)) ∧
      ∫ s in Ioi (0 : ℝ), (f s + g s) = v + w :=
    ⟨h1.1.add h2.1, by rw [integral_add h1.1 h2.1, h1.2, h2.2]⟩
  have h := A (A (A (A (A (M 4 d4) (M 5 d5)) (M 6 d6)) (M 7 d7)) (M 8 d8)) (M 9 d9)
  have e : f = fun s => d4 * (s ^ 4 * Real.exp (-(k * s))) + d5 * (s ^ 5 * Real.exp (-(k * s)))
      + d6 * (s ^ 6 * Real.exp (-(k * s))) + d7 * (s ^ 7 * Real.exp (-(k * s)))
      + d8 * (s ^ 8 * Real.exp (-(k * s))) + d9 * (s ^ 9 * Real.exp (-(k * s))) :=
    funext fun s => by rw [hf]; ring
  rw [e]
  refine h.2.trans ?_
  simp only [Nat.factorial]
  push_cast
  ring

/-- The norm integral of the trial function in closed form, for `k > 0`. -/
theorem norm_trial {k : ℝ} (hk : 0 < k) (c h : ℝ) :
    shapeIntegral (normDensity (trial k c h)) = 2 / k ^ 6 * (32 + 280 * (c / k)
      + 768 * (c / k) ^ 2 + 384 * (h / k ^ 2) + 2464 * (c / k) * (h / k ^ 2)
      + 4608 * (h / k ^ 2) ^ 2) := by
  have h0 (s u t : ℝ) : normDensity (trial k c h) s t u = Real.exp (-(k * s)) *
      (u * s ^ 2 * (1 + c * u) ^ 2 + 0 * t
        + u * (2 * s ^ 2 * (1 + c * u) * h - (1 + c * u) ^ 2) * t ^ 2 + 0 * t ^ 3
        + u * (s ^ 2 * h ^ 2 - 2 * (1 + c * u) * h) * t ^ 4 + 0 * t ^ 5
        + -(u * h ^ 2) * t ^ 6 + 0 * t ^ 7 + 0 * t ^ 8) := by
    have he : Real.exp (-(k * s)) = Real.exp (-(k / 2) * s) ^ 2 := by
      rw [sq, ← Real.exp_add]; congr 1; ring
    rw [he]
    unfold normDensity trial
    ring
  -- integrate over t, then u, then s
  have h1 (s u : ℝ) : ∫ t in (-u)..u, normDensity (trial k c h) s t u
      = 2 * Real.exp (-(k * s)) * (0 + 0 * u + s ^ 2 * u ^ 2 + 2 * c * s ^ 2 * u ^ 3
        + (c ^ 2 * s ^ 2 + (2 * s ^ 2 * h - 1) / 3) * u ^ 4
        + (2 * s ^ 2 * h * c - 2 * c) / 3 * u ^ 5
        + (-c ^ 2 / 3 + (s ^ 2 * h ^ 2 - 2 * h) / 5) * u ^ 6
        + -(2 * h * c / 5) * u ^ 7 + -(h ^ 2 / 7) * u ^ 8) :=
    (integral_poly (-u) u (h0 s u)).trans (by ring)
  have h2 (s : ℝ) : ∫ u in (0 : ℝ)..s, ∫ t in (-u)..u, normDensity (trial k c h) s t u
      = Real.exp (-(k * s)) * (0 * s ^ 4 + 8 / 15 * s ^ 5 + 7 * c / 9 * s ^ 6
        + (32 * c ^ 2 + 16 * h) / 105 * s ^ 7 + 11 * c * h / 90 * s ^ 8
        + 8 * h ^ 2 / 315 * s ^ 9) :=
    (integral_poly 0 s (h1 s)).trans (by ring)
  refine (integral_exp_poly hk h2).trans ?_
  field_simp
  ring

/-- The energy integral of the trial function in closed form, for `k > 0` and any nuclear
charge `Z`. -/
theorem energy_trial {k : ℝ} (hk : 0 < k) (Z c h : ℝ) :
    shapeIntegral (energyDensity Z (trial k c h)) = 2 / k ^ 6 *
      (k ^ 2 * (8 + 50 * (c / k) + 128 * (c / k) ^ 2 + 96 * (h / k ^ 2)
          + 584 * (c / k) * (h / k ^ 2) + 1920 * (h / k ^ 2) ^ 2)
        - k * (4 * Z * (8 + 60 * (c / k) + 144 * (c / k) ^ 2 + 96 * (h / k ^ 2)
            + 560 * (c / k) * (h / k ^ 2) + 1152 * (h / k ^ 2) ^ 2)
          - (10 + 64 * (c / k) + 140 * (c / k) ^ 2 + 72 * (h / k ^ 2)
            + 384 * (c / k) * (h / k ^ 2) + 624 * (h / k ^ 2) ^ 2))) := by
  have h0 (s u t : ℝ) : energyDensity Z (trial k c h) s t u = Real.exp (-(k * s)) *
      ((k ^ 2 / 4 * (u * s ^ 2 * (1 + c * u) ^ 2) + u * s ^ 2 * c ^ 2
          - k * c * s * u ^ 2 * (1 + c * u) + (s ^ 2 - 4 * Z * s * u) * (1 + c * u) ^ 2)
        + 0 * t
        + (k ^ 2 / 4 * (u * (2 * s ^ 2 * (1 + c * u) * h - (1 + c * u) ^ 2))
          + u * (4 * h ^ 2 * s ^ 2 - c ^ 2) - k * c * s * (u ^ 2 * h - (1 + c * u))
          + 4 * h * c * (s ^ 2 - u ^ 2) + 2 * (s ^ 2 - 4 * Z * s * u) * (1 + c * u) * h
          - (1 + c * u) ^ 2) * t ^ 2 + 0 * t ^ 3
        + (k ^ 2 / 4 * (u * (s ^ 2 * h ^ 2 - 2 * (1 + c * u) * h)) - 4 * h ^ 2 * u
          + k * c * s * h + (s ^ 2 - 4 * Z * s * u) * h ^ 2 - 2 * (1 + c * u) * h) * t ^ 4
        + 0 * t ^ 5 + (-(k ^ 2 / 4 * (u * h ^ 2)) - h ^ 2) * t ^ 6 + 0 * t ^ 7 + 0 * t ^ 8) := by
    have he : Real.exp (-(k * s)) = Real.exp (-(k / 2) * s) ^ 2 := by
      rw [sq, ← Real.exp_add]; congr 1; ring
    -- the three partial derivatives of the trial function
    have hs : deriv (fun x => trial k c h x t u) s
        = -(k / 2) * (Real.exp (-(k / 2) * s) * (1 + c * u + h * t ^ 2)) :=
      (((hasDerivAt_id' s).const_mul (-(k / 2))).exp.mul_const
        (1 + c * u + h * t ^ 2)).deriv.trans (by ring)
    have ht : deriv (fun x => trial k c h s x u) t = 2 * h * t * Real.exp (-(k / 2) * s) :=
      ((((hasDerivAt_pow 2 t).const_mul h).const_add (1 + c * u)).const_mul
        (Real.exp (-(k / 2) * s))).deriv.trans
        (by simp only [Nat.reduceSub, Nat.cast_ofNat]; ring)
    have hu : deriv (fun x => trial k c h s t x) u = c * Real.exp (-(k / 2) * s) :=
      (((((hasDerivAt_id' u).const_mul c).const_add 1).add_const (h * t ^ 2)).const_mul
        (Real.exp (-(k / 2) * s))).deriv.trans (by ring)
    unfold energyDensity
    rw [hs, ht, hu, he]
    unfold trial
    ring
  have h1 (s u : ℝ) : ∫ t in (-u)..u, energyDensity Z (trial k c h) s t u
      = 2 * Real.exp (-(k * s)) * (0 + s ^ 2 * u
        + (k ^ 2 / 4 * s ^ 2 + s ^ 2 * c ^ 2 - 4 * Z * s + 2 * c * s ^ 2) * u ^ 2
        + (k ^ 2 / 4 * (2 * c * s ^ 2) - k * c * s - 8 * Z * s * c + c ^ 2 * s ^ 2
          + (k * c * s + 4 * h * c * s ^ 2 + 2 * h * s ^ 2 - 1) / 3) * u ^ 3
        + (k ^ 2 / 4 * (c ^ 2 * s ^ 2 + (2 * s ^ 2 * h - 1) / 3) - k * c ^ 2 * s
          - 4 * Z * s * c ^ 2 + (4 * h ^ 2 * s ^ 2 - c ^ 2 + k * c ^ 2 * s - 8 * h * Z * s
          + 2 * h * c * s ^ 2 - 2 * c) / 3) * u ^ 4
        + (k ^ 2 / 4 * ((2 * s ^ 2 * h * c - 2 * c) / 3)
          + (-(k * c * s * h) - 4 * h * c - 8 * h * c * Z * s - c ^ 2) / 3
          + (k * c * s * h + h ^ 2 * s ^ 2 - 2 * h) / 5) * u ^ 5
        + (k ^ 2 / 4 * (-c ^ 2 / 3 + (s ^ 2 * h ^ 2 - 2 * h) / 5)
          + (-(4 * h ^ 2) - 4 * Z * h ^ 2 * s - 2 * h * c) / 5) * u ^ 6
        + (-(k ^ 2 / 4 * (2 * h * c / 5)) - h ^ 2 / 7) * u ^ 7
        + -(k ^ 2 / 4 * (h ^ 2 / 7)) * u ^ 8) :=
    (integral_poly (-u) u (h0 s u)).trans (by ring)
  have h2 (s : ℝ) : ∫ u in (0 : ℝ)..s, ∫ t in (-u)..u, energyDensity Z (trial k c h) s t u
      = Real.exp (-(k * s)) * (2 * (-(4 * Z / 3) + 5 / 12) * s ^ 4
        + 2 * (k ^ 2 / 15 + 4 * c ^ 2 / 15 - k * c / 6 - 2 * Z * c + 8 * c / 15) * s ^ 5
        + 2 * (k ^ 2 * (7 * c / 72) - 2 * k * c ^ 2 / 15 + h * c / 9
          - 4 * Z * (c ^ 2 / 5 + 2 * h / 15) + 7 * c ^ 2 / 36 + h / 10) * s ^ 6
        + 2 * (k ^ 2 * (4 * c ^ 2 + 2 * h) / 105 + 16 * h ^ 2 / 105 - k * c * h / 45
          - 4 * Z * c * h / 9 + 8 * c * h / 105) * s ^ 7
        + 2 * (k ^ 2 * (11 * c * h / 720) - 4 * Z * h ^ 2 / 35 + 13 * h ^ 2 / 840) * s ^ 8
        + 2 * (k ^ 2 * h ^ 2 / 315) * s ^ 9) :=
    (integral_poly 0 s (h1 s)).trans (by ring)
  refine (integral_exp_poly hk h2).trans ?_
  field_simp
  ring

/-- For helium and every `k > 0` and real `h`, the function `exp(-ks/2) (1 + h t²)` has an
energy above -2.88 hartree. -/
theorem radial_bound {k : ℝ} (hk : 0 < k) (h : ℝ) : -2.88 < rayleigh 2 (trial k 0 h) := by
  have h6 : 2 / k ^ 6 ≠ 0 := by positivity
  rw [rayleigh, energy_trial hk, norm_trial hk, mul_div_mul_left _ _ h6, zero_div]
  generalize h / k ^ 2 = g
  rw [lt_div_iff₀ (by nlinarith [sq_nonneg (g + 1 / 24)])]
  have hT : 0 < 8 + 96 * g + 1920 * g ^ 2 := by nlinarith [sq_nonneg (g + 1 / 40)]
  -- the discriminant in k, as a quartic in g, has a fixed sign
  have hD : 0 < 0.92 - 121.92 * g + 4021.76 * g ^ 2 + 45263.36 * g ^ 3 + 780531.2 * g ^ 4 := by
    nlinarith [sq_nonneg (1 - 67 * g - 330 * g ^ 2), sq_nonneg (1 - 66 * g),
      sq_nonneg (g + 6 * g ^ 2), sq_nonneg g, sq_nonneg (g ^ 2)]
  -- complete the square in k
  have hX : 0 < (8 + 96 * g + 1920 * g ^ 2) * (k ^ 2 * (8 + 96 * g + 1920 * g ^ 2)
      - k * (54 + 696 * g + 8592 * g ^ 2) + 2.88 * (32 + 384 * g + 4608 * g ^ 2)) := by
    nlinarith [sq_nonneg (2 * k * (8 + 96 * g + 1920 * g ^ 2)
      - (54 + 696 * g + 8592 * g ^ 2))]
  have hY := (mul_pos_iff_of_pos_left hT).mp hX
  linarith

/-- The function `exp(-1.685 s) (1 + 0.14 t²)` has a helium energy below -2.876 hartree. -/
theorem radial_nearly_sharp : rayleigh 2 (trial 3.37 0 0.14) < -2.876 := by
  rw [rayleigh, energy_trial (by norm_num), norm_trial (by norm_num)]
  norm_num

/-- The function `exp(-1.85 s) (1 + 0.36 u)`, with no `t²` term, has a helium energy below
-2.89 hartree. -/
theorem single_u_term : rayleigh 2 (trial 3.7 0.36 0) < -2.89 := by
  rw [rayleigh, energy_trial (by norm_num), norm_trial (by norm_num)]
  norm_num

/-- For helium, every function `exp(-ks/2) (1 + h t²)` with `k > 0` has an energy above -2.88
hartree, whereas `exp(-1.815 s) (1 + 0.29 u + 0.13 t²)` has an energy below -2.902 hartree. -/
theorem radial_correlation_cannot_replace_u :
    (∀ k h : ℝ, 0 < k → -2.88 < rayleigh 2 (trial k 0 h)) ∧
      rayleigh 2 (trial 3.63 0.29 0.13) < -2.902 := by
  refine ⟨fun k h hk => radial_bound hk h, ?_⟩
  rw [rayleigh, energy_trial (by norm_num), norm_trial (by norm_num)]
  norm_num

end

end HylleraasHelium
```

```lean
#print axioms HylleraasHelium.radial_nearly_sharp
-- 'HylleraasHelium.radial_nearly_sharp' depends on axioms: [propext, Classical.choice, Quot.sound]
#print axioms HylleraasHelium.single_u_term
-- 'HylleraasHelium.single_u_term' depends on axioms: [propext, Classical.choice, Quot.sound]
#print axioms HylleraasHelium.radial_correlation_cannot_replace_u
-- 'HylleraasHelium.radial_correlation_cannot_replace_u' depends on axioms: [propext, Classical.choice, Quot.sound]
```

## How the lemmas carry out the calculation

`integral_poly` integrates a polynomial of degree at most eight by the fundamental theorem of calculus. `integral_exp_poly` does the s integral, obtaining the factorials from the Gamma function.

`norm_trial` and `energy_trial` establish the closed forms. In each, `h0` writes the density as a polynomial in t, `h1` integrates over t and `h2` over u. In `energy_trial`, the facts `hs`, `ht` and `hu` are the three partial derivatives.

In `radial_bound`, the common factor 2/k⁶ is cancelled and `generalize` names h/k² as g. `lt_div_iff₀` multiplies through by N, whose positivity `nlinarith` supplies. `hT` is T > 0 and `hD` is Q > 0; for the latter, `nlinarith` receives suitable squares and finds its own combination of them. `hX` completes the square in k, and `hY` removes the positive factor T.

The three numerical upper bounds substitute their parameters into the closed forms, and `norm_num` settles the resulting inequalities between rational numbers.
